# The NESC metric turns the effective large-component matrix into a Hermitian one when X satisfies the decoupling condition

Once the coupling matrix X is known, a calculation by normalised elimination of the small component (NESC) passes two matrices to a Hermitian generalised eigenvalue solver: a Hamiltonian L̃ and a metric M. But eliminating the small component first gives S⁻¹(V + TX), which is generally not Hermitian. I have read that multiplying it by M = S + X†TX/(2c²) gives exactly

L̃ = V + TX + X†T + X†(W − T)X,

which is Hermitian. Can this be made rigorous, with a proof that Lean checks, including that the energies are still those of the Dirac problem?

## From the decoupling condition to a Hermitian eigenvalue problem

Yes, provided that X satisfies the decoupling condition. The energies obtained are those of the Dirac solutions whose small component follows from the large one through X.

Use atomic units, with c the speed of light, σ the Pauli matrices and p the momentum. Expand the large component in a finite basis of functions χ, with coefficients a, and the small component in the kinetically balanced functions (σ·p)χ/(2c), with coefficients b. In the basis χ, let S be the overlap, V the matrix of the potential, T the kinetic matrix and W the matrix of (σ·p)V(σ·p)/(4c²), where V now stands for the potential itself. The modified Dirac equation, with the rest energy subtracted from E, is

Va + Tb = ESa
2c²(Ta + (W − T)b) = ETb.

Put b = Xa and L = S⁻¹(V + TX). The condition on X is

2c²(T + (W − T)X) = TXL.

Since S is invertible, SL = V + TX. Since c ≠ 0, the condition can be divided by 2c², so

ML = SL + X†(TXL)/(2c²)
   = V + TX + X†(T + (W − T)X)
   = L̃.

For Hermitian V, T and W, the terms V and X†(W − T)X are each Hermitian, while TX and X†T are adjoints of each other. Hence L̃ is Hermitian. If S is Hermitian too, so is M, and taking adjoints gives ML = L†M.

For the energies, let S be positive definite and T positive semidefinite. For u ≠ 0,

u†Mu = u†Su + (Xu)†T(Xu)/(2c²) > 0,

so M is invertible. With b = Xa, the first Dirac equation reads SLa = ESa, that is, La = Ea. The second then follows:

2c²(T + (W − T)X)a = TXLa = ETXa.

Multiplying La = Ea by M gives L̃a = EMa, and invertibility of M takes us back.

The decoupling condition matters even for 1×1 matrices. As a purely algebraic example, not a model of a real system, take S = T = W = 1, V = 0, c = 1 and X = i. The condition would say 2 = −1. Here M = 3/2 and L = i, so ML = 3i/2, which is not Hermitian, whereas L̃ = 0.

## What the Lean statements say

The matrices are complex and indexed by a finite type `n`; `ᴴ` is the adjoint and `*ᵥ` applies a matrix to a vector. `effective` is L, `nescMetric` is M and `nescHamiltonian` is L̃. `IsDecoupling` is the condition on X, and `IsDiracSolution` is the pair of Dirac equations. The speed of light `c` is a real parameter. The theorems do not use the fact that V and W come from the same potential, so W is a separate matrix in Lean.

`normalised_elimination` states both the product formula and Hermiticity. It needs S to be invertible (`IsUnit S.det`) but not Hermitian. `dirac_iff_normalised` says that (a, Xa) solves the Dirac equations at E exactly when L̃a = EMa.

The existence of X is assumed, and nothing selects the electronic branch of solutions. The theorems cover only Dirac solutions of the form (a, Xa). For Hermitian V and W and positive definite S and T, these give half of the Dirac energies, counted with multiplicity.

```lean
import Mathlib

open Matrix
open scoped ComplexOrder

namespace NormalisedElimination

noncomputable section

variable {n : Type*} [Fintype n] [DecidableEq n]

/-- The matrix `S⁻¹ (V + T X)` acting on the large component. -/
def effective (S V T X : Matrix n n ℂ) : Matrix n n ℂ := S⁻¹ * (V + T * X)

/-- The relativistic metric `S + X† T X / (2c²)`. -/
def nescMetric (S T X : Matrix n n ℂ) (c : ℝ) : Matrix n n ℂ :=
  S + (2 * (c : ℂ) ^ 2)⁻¹ • (Xᴴ * T * X)

/-- The normalised Hamiltonian `V + T X + X† T + X† (W - T) X`. -/
def nescHamiltonian (V T W X : Matrix n n ℂ) : Matrix n n ℂ :=
  V + T * X + Xᴴ * T + Xᴴ * (W - T) * X

/-- The equation for the coupling matrix `X` between the large and small components,
multiplied through by `2c²`. -/
def IsDecoupling (S V T W X : Matrix n n ℂ) (c : ℝ) : Prop :=
  (2 * (c : ℂ) ^ 2) • (T + (W - T) * X) = T * X * effective S V T X

/-- The modified Dirac equation at energy `E` for a large component `a` and a
small component `b`. -/
def IsDiracSolution (S V T W : Matrix n n ℂ) (c : ℝ) (E : ℂ) (a b : n → ℂ) : Prop :=
  V *ᵥ a + T *ᵥ b = E • (S *ᵥ a) ∧
    (2 * (c : ℂ) ^ 2) • (T *ᵥ a + (W - T) *ᵥ b) = E • (T *ᵥ b)

/-- For an invertible overlap `S`, the effective matrix satisfies `S L = V + T X`. -/
theorem overlap_mul_effective {S : Matrix n n ℂ} (V T X : Matrix n n ℂ)
    (hS : IsUnit S.det) : S * effective S V T X = V + T * X := by
  unfold effective
  rw [← Matrix.mul_assoc, Matrix.mul_nonsing_inv S hS, Matrix.one_mul]

/-- For an invertible overlap `S`, `c ≠ 0` and a decoupling matrix `X`, the metric times the
effective matrix is the normalised Hamiltonian. -/
theorem metric_mul_effective {S V T W X : Matrix n n ℂ} {c : ℝ}
    (hS : IsUnit S.det) (hc : c ≠ 0) (hX : IsDecoupling S V T W X c) :
    nescMetric S T X c * effective S V T X = nescHamiltonian V T W X := by
  have hc' : (2 * (c : ℂ) ^ 2) ≠ 0 :=
    mul_ne_zero two_ne_zero (pow_ne_zero 2 (Complex.ofReal_ne_zero.mpr hc))
  -- the decoupling condition, divided by `2c²`
  have h2 : (2 * (c : ℂ) ^ 2)⁻¹ • (T * X * effective S V T X) = T + (W - T) * X := by
    unfold IsDecoupling at hX
    rw [← hX, smul_smul, inv_mul_cancel₀ hc', one_smul]
  calc nescMetric S T X c * effective S V T X
      = S * effective S V T X
          + Xᴴ * ((2 * (c : ℂ) ^ 2)⁻¹ • (T * X * effective S V T X)) := by
        simp only [nescMetric, Matrix.add_mul, Matrix.smul_mul, Matrix.mul_smul,
          Matrix.mul_assoc]
    _ = nescHamiltonian V T W X := by
        rw [overlap_mul_effective V T X hS, h2]
        unfold nescHamiltonian
        noncomm_ring

/-- The normalised Hamiltonian is Hermitian for Hermitian `V`, `T`, `W` and any `X`. -/
theorem nescHamiltonian_isHermitian {V T W : Matrix n n ℂ} (X : Matrix n n ℂ)
    (hV : V.IsHermitian) (hT : T.IsHermitian) (hW : W.IsHermitian) :
    (nescHamiltonian V T W X).IsHermitian := by
  unfold Matrix.IsHermitian
  simp only [nescHamiltonian, conjTranspose_add, conjTranspose_mul, conjTranspose_sub,
    conjTranspose_conjTranspose, hV.eq, hT.eq, hW.eq]
  noncomm_ring

/-- Normalised elimination of the small component: for an invertible `S`, `c ≠ 0`, Hermitian `V`,
`T`, `W` and a decoupling matrix `X`, the product `M S⁻¹ (V + T X)` equals `V + T X + X† T + X† (W -
T) X` and is Hermitian. -/
theorem normalised_elimination {S V T W X : Matrix n n ℂ} {c : ℝ}
    (hS : IsUnit S.det) (hc : c ≠ 0)
    (hV : V.IsHermitian) (hT : T.IsHermitian) (hW : W.IsHermitian)
    (hX : IsDecoupling S V T W X c) :
    nescMetric S T X c * (S⁻¹ * (V + T * X))
        = V + T * X + Xᴴ * T + Xᴴ * (W - T) * X ∧
      (nescMetric S T X c * (S⁻¹ * (V + T * X))).IsHermitian := by
  have h : nescMetric S T X c * (S⁻¹ * (V + T * X)) = nescHamiltonian V T W X :=
    metric_mul_effective hS hc hX
  refine ⟨h, ?_⟩
  rw [h]
  exact nescHamiltonian_isHermitian X hV hT hW

/-- The factor `1/(2c²)` is a real number. -/
theorem factor_eq_ofReal (c : ℝ) :
    (2 * (c : ℂ) ^ 2)⁻¹ = (((2 * c ^ 2)⁻¹ : ℝ) : ℂ) := by
  simp

/-- For an invertible Hermitian `S`, `c ≠ 0`, Hermitian `V`, `T`, `W` and a decoupling matrix `X`,
the effective matrix `L` is self-adjoint with respect to the relativistic metric `M`: `M L = L† M`.
-/
theorem effective_selfAdjoint {S V T W X : Matrix n n ℂ} {c : ℝ}
    (hS : IsUnit S.det) (hc : c ≠ 0) (hSh : S.IsHermitian)
    (hV : V.IsHermitian) (hT : T.IsHermitian) (hW : W.IsHermitian)
    (hX : IsDecoupling S V T W X c) :
    nescMetric S T X c * effective S V T X
      = (effective S V T X)ᴴ * nescMetric S T X c := by
  have hs : star ((2 * (c : ℂ) ^ 2)⁻¹) = (2 * (c : ℂ) ^ 2)⁻¹ := by
    rw [factor_eq_ofReal]
    exact Complex.conj_ofReal _
  have hM : (nescMetric S T X c)ᴴ = nescMetric S T X c := by
    simp only [nescMetric, conjTranspose_add, conjTranspose_smul, conjTranspose_mul,
      conjTranspose_conjTranspose, hSh.eq, hT.eq, hs, Matrix.mul_assoc]
  have h : (nescMetric S T X c * effective S V T X)ᴴ
      = nescMetric S T X c * effective S V T X :=
    (normalised_elimination hS hc hV hT hW hX).2
  rw [conjTranspose_mul, hM] at h
  exact h.symm

omit [DecidableEq n] in
/-- The relativistic metric is positive definite when the overlap is positive definite and
the kinetic matrix is positive semidefinite. -/
theorem nescMetric_posDef {S T : Matrix n n ℂ} (X : Matrix n n ℂ) (c : ℝ)
    (hS : S.PosDef) (hT : T.PosSemidef) : (nescMetric S T X c).PosDef := by
  have hp : (0 : ℂ) ≤ (2 * (c : ℂ) ^ 2)⁻¹ := by
    rw [factor_eq_ofReal]
    exact Complex.zero_le_real.mpr (by positivity)
  exact hS.add_posSemidef ((hT.conjTranspose_mul_mul_same X).smul hp)

/-- For a positive definite `S`, a positive semidefinite `T`, `c ≠ 0` and a decoupling matrix `X`,
the pair `(a, X a)` solves the modified Dirac equation at energy `E` if and only if `a` solves the
normalised equation at the same energy. -/
theorem dirac_iff_normalised {S V T W X : Matrix n n ℂ} {c : ℝ}
    (hS : S.PosDef) (hT : T.PosSemidef) (hc : c ≠ 0)
    (hX : IsDecoupling S V T W X c) (E : ℂ) (a : n → ℂ) :
    IsDiracSolution S V T W c E a (X *ᵥ a) ↔
      nescHamiltonian V T W X *ᵥ a = E • (nescMetric S T X c *ᵥ a) := by
  have hdet : IsUnit S.det := (Matrix.isUnit_iff_isUnit_det S).mp hS.isUnit
  have hSL := overlap_mul_effective V T X hdet
  have key := metric_mul_effective hdet hc hX
  have hM := nescMetric_posDef X c hS hT
  unfold IsDecoupling at hX
  -- both sides are equivalent to `L a = E a`
  constructor
  · rintro ⟨h1, _⟩
    have hL : effective S V T X *ᵥ a = E • a := by
      apply Matrix.mulVec_injective_of_isUnit hS.isUnit
      change S *ᵥ (effective S V T X *ᵥ a) = S *ᵥ (E • a)
      rw [Matrix.mulVec_mulVec, hSL, Matrix.add_mulVec, ← Matrix.mulVec_mulVec, h1,
        Matrix.mulVec_smul]
    rw [← key, ← Matrix.mulVec_mulVec, hL, Matrix.mulVec_smul]
  · intro h
    have hL : effective S V T X *ᵥ a = E • a := by
      apply Matrix.mulVec_injective_of_isUnit hM.isUnit
      change nescMetric S T X c *ᵥ (effective S V T X *ᵥ a)
        = nescMetric S T X c *ᵥ (E • a)
      rw [Matrix.mulVec_mulVec, key, h, Matrix.mulVec_smul]
    refine ⟨?_, ?_⟩
    · rw [Matrix.mulVec_mulVec, ← Matrix.add_mulVec, ← hSL, ← Matrix.mulVec_mulVec, hL,
        Matrix.mulVec_smul]
    · rw [Matrix.mulVec_mulVec, ← Matrix.add_mulVec, ← Matrix.smul_mulVec, hX,
        ← Matrix.mulVec_mulVec, hL, Matrix.mulVec_smul, Matrix.mulVec_mulVec]

/-- An explicit two-dimensional instance with `S = T = 1`, `c = 1` and a coupling matrix that
does not commute with `V`. -/
theorem normalised_elimination_witness :
    (1 : Matrix (Fin 2) (Fin 2) ℂ).PosDef ∧
    (1 : Matrix (Fin 2) (Fin 2) ℂ).PosSemidef ∧
    (!![-4, 0; 0, -2] : Matrix (Fin 2) (Fin 2) ℂ).IsHermitian ∧
    (!![0, -1/2; -1/2, -1] : Matrix (Fin 2) (Fin 2) ℂ).IsHermitian ∧
    IsDecoupling 1 !![-4, 0; 0, -2] 1 !![0, -1/2; -1/2, -1] !![0, 1; 1, 0] 1 ∧
    (!![-4, 0; 0, -2] * !![0, 1; 1, 0] : Matrix (Fin 2) (Fin 2) ℂ)
      ≠ !![0, 1; 1, 0] * !![-4, 0; 0, -2] := by
  refine ⟨Matrix.PosDef.one, Matrix.PosSemidef.one, ?_, ?_, ?_, ?_⟩
  · ext i j
    fin_cases i <;> fin_cases j <;> simp [Matrix.conjTranspose_apply]
  · ext i j
    fin_cases i <;> fin_cases j <;> simp [Matrix.conjTranspose_apply]
  · simp only [IsDecoupling, effective, inv_one, Matrix.one_mul]
    ext i j
    fin_cases i <;> fin_cases j <;>
      simp [Matrix.mul_apply, Fin.sum_univ_two, Matrix.one_apply] <;> norm_num
  · intro h
    have h01 := congrFun (congrFun h 0) 1
    norm_num [Matrix.mul_apply, Fin.sum_univ_succ] at h01

end

end NormalisedElimination
```

```lean
#print axioms NormalisedElimination.metric_mul_effective
-- 'NormalisedElimination.metric_mul_effective' depends on axioms: [propext, Classical.choice, Quot.sound]
#print axioms NormalisedElimination.effective_selfAdjoint
-- 'NormalisedElimination.effective_selfAdjoint' depends on axioms: [propext, Classical.choice, Quot.sound]
#print axioms NormalisedElimination.dirac_iff_normalised
-- 'NormalisedElimination.dirac_iff_normalised' depends on axioms: [propext, Classical.choice, Quot.sound]
```

## How the proof follows the algebra

`overlap_mul_effective` is SL = V + TX. In `metric_mul_effective`, `h2` is the decoupling condition divided by 2c²; the `calc` block expands ML, substitutes both identities and leaves `noncomm_ring` to collect terms without commuting matrices. `nescHamiltonian_isHermitian` takes the adjoint term by term, and `normalised_elimination` combines the two results.

`effective_selfAdjoint` shows that M is Hermitian, using `factor_eq_ofReal` to see that 1/(2c²) is real, and then takes the adjoint of ML. `nescMetric_posDef` adds a positive semidefinite matrix to a positive definite one.

Both directions of `dirac_iff_normalised` pass through `hL`, the equation La = Ea. It is obtained by cancelling S in one direction and M in the other, each time with `mulVec_injective_of_isUnit`.

Finally, `normalised_elimination_witness` gives a 2×2 example with S = T = 1 and c = 1 that satisfies the assumptions, in which X exchanges the two basis functions and does not commute with V. Its numbers are chosen for the algebra and do not model an atom or molecule. The full Dirac problem has the energies −3 ± √5 and −3 ± √2, and this X gives the middle two, −3 ± √2, whereas an electronic X would give the upper two.
